# For Two Electrons the D Condition Implies the Q and G Conditions

Let \(D\) be a positive semidefinite complex matrix on ordered pairs of finitely many orthonormal spin orbitals, with \(D(ij,kl)=-D(ji,kl)\) and trace 2. Set \(g(i,k)=\sum_j D(ij,kj)\). Then the two-hole matrix \(Q\) and the particle-hole matrix \(G\) built from \(g\) and \(D\) are positive semidefinite.

The physical question is which matrices \(D\) can come from electrons. With annihilators \(\hat a_i\), a normalised two-electron state has the moments
\[
\begin{aligned}
g(i,k)&=\langle \hat a_i^\dagger\hat a_k\rangle, & D(ij,kl)&=\langle \hat a_i^\dagger\hat a_j^\dagger\hat a_l\hat a_k\rangle,\\
Q(ij,kl)&=\langle \hat a_i\hat a_j\hat a_l^\dagger\hat a_k^\dagger\rangle, & G(ij,kl)&=\langle \hat a_i^\dagger\hat a_j\hat a_l^\dagger\hat a_k\rangle ,
\end{aligned}
\]
and \(D\), \(Q\), \(G\) must all be positive semidefinite. In variational density-matrix calculations these are separate constraints; for exactly two electrons in a finite basis, the last two are redundant.

## Derivation from quadratic forms of D

**The two maps.** Exchanging neighbours with \(\hat a_i\hat a_j^\dagger=\delta_{ij}-\hat a_j^\dagger\hat a_i\) gives
\[
\begin{aligned}
\hat a_i^\dagger\hat a_j\hat a_l^\dagger\hat a_k&=\delta_{jl}\hat a_i^\dagger\hat a_k-\hat a_i^\dagger\hat a_l^\dagger\hat a_j\hat a_k,\\
\hat a_i\hat a_j\hat a_l^\dagger\hat a_k^\dagger&=\delta_{jl}(\delta_{ik}-\hat a_k^\dagger\hat a_i)-(\delta_{il}-\hat a_l^\dagger\hat a_i)(\delta_{jk}-\hat a_k^\dagger\hat a_j).
\end{aligned}
\]
In the last product, \(\hat a_l^\dagger\hat a_i\hat a_k^\dagger\hat a_j=\delta_{ik}\hat a_l^\dagger\hat a_j-\hat a_l^\dagger\hat a_k^\dagger\hat a_i\hat a_j\). Taking expectation values,
\[
\begin{aligned}
G(ij,kl)&=\delta_{jl}g(i,k)-D(il,kj),\\
Q(ij,kl)&=\delta_{ik}\delta_{jl}-\delta_{il}\delta_{jk}-\delta_{jl}g(k,i)-\delta_{ik}g(l,j)\\
&\quad+\delta_{il}g(k,j)+\delta_{jk}g(l,i)+D(lk,ji).
\end{aligned}
\]

**G.** Let \(e_{ij}\) be the unit vector of the pair \((i,j)\). For a test vector \(v\), put \(w_{jl}=\sum_i\big(v(i,j)e_{il}-v(i,l)e_{ij}\big)\). Expanding \(w_{jl}^\dagger Dw_{jl}\) gives two direct and two cross terms. Summed over \(j,l\), the direct terms are equal and contract to \(g\), and the cross terms are equal, so
\[
v^\dagger Gv=\tfrac12\sum_{jl}w_{jl}^\dagger Dw_{jl}\ge0 .
\]

**Q.** Let \(y(i,j)=v(i,j)-v(j,i)\), and for orbitals \(a,b,c,d\) let
\[
w=y(a,b)e_{cd}-y(a,c)e_{bd}+y(a,d)e_{bc}+y(c,d)e_{ab}-y(b,d)e_{ac}+y(b,c)e_{ad}.
\]
Write \(O(abcd)=(Dw)(c,d)\) and \(F(abcd)=\overline{y(a,b)}\,O(abcd)\). Hermiticity makes \(D\) antisymmetric in its second pair too, so each of the six terms of \(w^\dagger Dw\) is \(F\) with relabelled orbitals:
\[
0\le w^\dagger Dw=F(abcd)+F(acbd)+F(adbc)+F(cdab)+F(bdac)+F(bcad).
\]
Summed over all orbitals, the right side is \(6\sum F\). Using the trace, the definition of \(g\) and antisymmetry,
\[
\begin{aligned}
\sum_{cd}O(abcd)&=2\Big[y(a,b)-\sum_c g(c,b)y(a,c)+\sum_c g(c,a)y(b,c)\\
&\qquad+\sum_{cd}D(cd,ab)v(c,d)\Big]=2(Qv)(a,b).
\end{aligned}
\]
Since \(Qv\) is antisymmetric, \(\sum F=2\sum_{ab}\overline{y(a,b)}(Qv)(a,b)=4v^\dagger Qv\). Hence \(24\,v^\dagger Qv\ge0\).

## Two orbitals, and a trace that is too large

One orbital admits no nonzero antisymmetric \(D\), so the smallest case has two. There \(D(12,12)=D(21,21)=1\), \(D(12,21)=D(21,12)=-1\), and all other entries vanish. Both orbitals are full: \(g=1\), \(Q=0\) and \(G(ij,kl)=\delta_{ij}\delta_{kl}\).

Multiply this \(D\) by \(t>1\). It stays positive and antisymmetric, with trace \(2t\), but \(Q(12,12)=1-2t+t=1-t<0\). Positivity and antisymmetry without an upper bound on the trace therefore do not suffice for \(Q\). Neither example is part of the code below.

## Matrices and conventions in Lean

The type `n` labels the spin orbitals.

```lean
import Mathlib

open Matrix
open scoped ComplexOrder

namespace TwoElectronPositivity

noncomputable section

variable {n : Type*} [DecidableEq n]

/-- The Kronecker delta of two orbitals. -/
def delta (i j : n) : ℂ := if i = j then 1 else 0
```

The two maps copy the formulas above. `D` is indexed by all ordered pairs, which is why \(N\) electrons give trace \(N(N-1)\), here 2. No product of one-body terms is subtracted in `gMap`.

```lean
/-- The two-hole matrix `Q` as an affine expression in the one-body matrix `g` and the two-body
matrix `D`. -/
def qMap (g : Matrix n n ℂ) (D : Matrix (n × n) (n × n) ℂ) : Matrix (n × n) (n × n) ℂ :=
  fun (i, j) (k, l) => delta i k * delta j l - delta i l * delta j k
    - delta j l * g k i - delta i k * g l j + delta i l * g k j + delta j k * g l i
    + D (l, k) (j, i)

/-- The particle-hole matrix `G` as a linear expression in `g` and `D`. -/
def gMap (g : Matrix n n ℂ) (D : Matrix (n × n) (n × n) ℂ) : Matrix (n × n) (n × n) ℂ :=
  fun (i, j) (k, l) => delta j l * g i k - D (i, l) (k, j)
```

For a two-electron state, `contract D` is the one-body matrix, because \(\sum_j\hat a_j^\dagger\hat a_j\) equals 1 after one electron has been removed. This identification is the step from the model to a real state that the theorems take as given.

```lean
/-- The contraction `g(i,k) = ∑ j, D(ij,kj)`. -/
def contract [Fintype n] (D : Matrix (n × n) (n × n) ℂ) : Matrix n n ℂ :=
  fun i k => ∑ j, D (i, j) (k, j)
```

Next come \(y\) and \(O(abcd)\).

```lean
/-- The antisymmetrised pair amplitude `v(i,j) - v(j,i)`. -/
def anti (v : n × n → ℂ) (i j : n) : ℂ := v (i, j) - v (j, i)

/-- The row `(c,d)` of `D` applied to the six-term wedge product of the amplitude `y` with a
pair, on the orbitals `a, b, c, d`. -/
def overlap (D : Matrix (n × n) (n × n) ℂ) (y : n → n → ℂ) (a b c d : n) : ℂ :=
  D (c, d) (c, d) * y a b - D (c, d) (b, d) * y a c + D (c, d) (b, c) * y a d
    + D (c, d) (a, b) * y c d - D (c, d) (a, c) * y b d + D (c, d) (a, d) * y b c
```

## The maps from anticommutation

Here `c` and `s` are annihilators and creators, whereas `c` in `overlap` is an orbital. The functional `ω` plays the role of the expectation value; it need not be positive. In `qMap_car`, `e1` and `e2` are the exchanges made above, and `expand` multiplies out the product of brackets.

```lean
/-- If annihilators `c` and creators `s` obey the mixed anticommutation relation and `ω` is a
normalised linear functional, `qMap` sends its moments to `ω(c_i c_j s_l s_k)`. -/
theorem qMap_car {R : Type*} [Ring R] [Algebra ℂ R] (ω : R →ₗ[ℂ] ℂ) (c s : n → R)
    (h : ∀ i j, c i * s j + s j * c i = delta i j • (1 : R)) (hω : ω 1 = 1) (i j k l : n) :
    qMap (fun i k => ω (s i * c k)) (fun p q => ω (s p.1 * s p.2 * c q.2 * c q.1))
      (i, j) (k, l) = ω (c i * c j * s l * s k) := by
  have h' : ∀ i j, c i * s j = delta i j • (1 : R) - s j * c i :=
    fun i j => eq_sub_of_add_eq (h i j)
  have expand : ∀ (a b : ℂ) (u v : R), (a • (1 : R) - u) * (b • (1 : R) - v)
      = (a * b) • (1 : R) - a • v - b • u + u * v := by
    intro a b u v
    simp only [sub_mul, mul_sub, smul_mul_assoc, mul_smul_comm, one_mul, mul_one]
    module
  -- move the creators to the left, one exchange at a time
  have e1 : c i * c j * s l * s k
      = delta j l • (c i * s k) - (c i * s l) * (c j * s k) := by
    rw [mul_assoc (c i) (c j) (s l), h' j l]
    simp only [mul_sub, sub_mul, mul_smul_comm, smul_mul_assoc, mul_one, mul_assoc]
  have e2 : s l * c i * (s k * c j)
      = delta i k • (s l * c j) - s l * s k * c i * c j := by
    have e3 : s l * c i * (s k * c j) = s l * (c i * s k) * c j := by
      simp only [mul_assoc]
    rw [e3, h' i k]
    simp only [mul_sub, sub_mul, mul_smul_comm, smul_mul_assoc, mul_one, mul_assoc]
  rw [e1, h' i k, h' i l, h' j k, expand, e2]
  simp only [qMap, map_sub, map_add, map_smul, smul_eq_mul, hω]
  ring
```

`gMap_car` needs one exchange and no normalisation.

```lean
/-- Under the mixed anticommutation relation, `gMap` sends the moments of a linear functional
`ω` to `ω(s_i c_j s_l c_k)`. -/
theorem gMap_car {R : Type*} [Ring R] [Algebra ℂ R] (ω : R →ₗ[ℂ] ℂ) (c s : n → R)
    (h : ∀ i j, c i * s j + s j * c i = delta i j • (1 : R)) (i j k l : n) :
    gMap (fun i k => ω (s i * c k)) (fun p q => ω (s p.1 * s p.2 * c q.2 * c q.1))
      (i, j) (k, l) = ω (s i * c j * s l * c k) := by
  have e : s i * c j * s l * c k = delta j l • (s i * c k) - s i * s l * c j * c k := by
    rw [mul_assoc (s i) (c j) (s l), eq_sub_of_add_eq (h j l)]
    simp only [mul_sub, sub_mul, mul_smul_comm, smul_mul_assoc, mul_one, mul_assoc]
  rw [e]
  simp only [gMap, map_sub, map_smul, smul_eq_mul]
```

Two explicit modes satisfy the assumed relation, checked entry by entry. The matrices are real, so transposes serve as creators.

```lean
/-- Annihilators of two fermionic modes as matrices on the four occupation states. -/
def modes : Fin 2 → Matrix (Fin 4) (Fin 4) ℂ :=
  ![!![0, 0, 1, 0; 0, 0, 0, 1; 0, 0, 0, 0; 0, 0, 0, 0],
    !![0, 1, 0, 0; 0, 0, 0, 0; 0, 0, 0, -1; 0, 0, 0, 0]]

/-- The matrices `modes` and their transposes obey the mixed anticommutation relation, and a
quarter of the trace is a normalised functional on them. -/
theorem car_witness :
    (∀ i j, modes i * (modes j)ᵀ + (modes j)ᵀ * modes i
      = delta i j • (1 : Matrix (Fin 4) (Fin 4) ℂ)) ∧
    ((1 / 4 : ℂ) • Matrix.traceLinearMap (Fin 4) ℂ ℂ) 1 = 1 := by
  constructor
  · intro i j
    ext p q
    -- expand into entries before inserting the explicit matrices
    simp only [Matrix.add_apply, Matrix.mul_apply, Matrix.transpose_apply,
      Matrix.smul_apply, Matrix.one_apply, Fin.sum_univ_four]
    fin_cases i <;> fin_cases j <;> fin_cases p <;> fin_cases q <;>
      simp [modes, delta]
  · simp
```

## Contracting the overlap

Two facts about the delta prepare the sums.

```lean
/-- The Kronecker delta is Hermitian. -/
theorem delta_star (i j : n) : star (delta i j) = delta j i := by
  by_cases h : i = j
  · subst h
    simp [delta]
  · simp [delta, h, Ne.symm h]

variable [Fintype n]

/-- Summing against a Kronecker delta selects one orbital. -/
theorem delta_sum (i : n) (f : n → ℂ) : ∑ k, delta i k * f k = f i := by
  simp [delta]
```

`overlap_sum` is the identity \(\sum_{cd}O(abcd)=2(Qv)(a,b)\). `hQ` evaluates \(Qv\); `t1` uses the trace, `t2` and `t3` produce \(g\), and `t4` handles the term in \(y(c,d)\).

```lean
/-- For `D` antisymmetric in both pairs and of trace 2, the overlap formed with the antisymmetrised
amplitude `anti v`, summed over `c, d`, is twice the `(a,b)` entry of `Q` applied to `v`, where `Q`
is built from `D` and its contraction. -/
theorem overlap_sum {D : Matrix (n × n) (n × n) ℂ}
    (hA : ∀ i j p, D (i, j) p = -D (j, i) p) (hR : ∀ i j p, D p (i, j) = -D p (j, i))
    (htr : D.trace = 2) (v : n × n → ℂ) (a b : n) :
    ∑ c, ∑ d, overlap D (anti v) a b c d
      = 2 * ∑ k, ∑ l, qMap (contract D) D (a, b) (k, l) * v (k, l) := by
  have hQ : ∑ k, ∑ l, qMap (contract D) D (a, b) (k, l) * v (k, l)
      = anti v a b - ∑ c, contract D c b * anti v a c + ∑ c, contract D c a * anti v b c
        + ∑ c, ∑ d, D (c, d) (a, b) * v (c, d) := by
    have hf : ∀ k l, D (l, k) (b, a) = D (k, l) (a, b) := fun k l => by
      rw [hA l k, hR b a, neg_neg]
    simp only [qMap, anti, hf, add_mul, sub_mul, mul_sub, Finset.sum_add_distrib,
      Finset.sum_sub_distrib, mul_assoc, ← Finset.mul_sum, delta_sum]
    ring
  have t1 : ∑ c, ∑ d, D (c, d) (c, d) * anti v a b = 2 * anti v a b := by
    have h := htr
    rw [Matrix.trace, Fintype.sum_prod_type] at h
    simp only [← Finset.sum_mul]
    exact congrArg (· * anti v a b) h
  have t2 : ∀ (e : n) (f : n → ℂ),
      ∑ c, ∑ d, D (c, d) (e, d) * f c = ∑ c, contract D c e * f c := by
    intro e f
    simp only [contract, Finset.sum_mul]
  have t3 : ∀ (e : n) (f : n → ℂ),
      ∑ c, ∑ d, D (c, d) (e, c) * f d = -∑ c, contract D c e * f c := by
    intro e f
    rw [Finset.sum_comm, ← t2]
    simp only [← Finset.sum_neg_distrib]
    refine Finset.sum_congr rfl fun d _ => Finset.sum_congr rfl fun c _ => ?_
    rw [hA c d]
    ring
  have t4 : ∑ c, ∑ d, D (c, d) (a, b) * anti v c d
      = 2 * ∑ c, ∑ d, D (c, d) (a, b) * v (c, d) := by
    have h : ∑ c, ∑ d, D (c, d) (a, b) * v (d, c)
        = -∑ c, ∑ d, D (c, d) (a, b) * v (c, d) := by
      rw [Finset.sum_comm]
      simp only [← Finset.sum_neg_distrib]
      refine Finset.sum_congr rfl fun d _ => Finset.sum_congr rfl fun c _ => ?_
      rw [hA c d]
      ring
    simp only [anti, mul_sub, Finset.sum_sub_distrib]
    rw [h]
    ring
  simp only [overlap, Finset.sum_add_distrib, Finset.sum_sub_distrib]
  rw [hQ, t1, t2 b (anti v a), t3 b (anti v a), t4, t3 a (anti v b), t2 a (anti v b)]
  ring
```

## Positivity of G and Q

`PosSemidef` includes hermiticity, so each proof checks that first. For \(G\), `K j l + K l j` is \(w_{jl}^\dagger Dw_{jl}\), obtained by applying `submatrix` to the two families of pairs in \(w_{jl}\). Neither trace nor antisymmetry is assumed, but the result is the physical G condition only for two electrons: for \(N\) electrons `contract D` is \(N-1\) times the one-body matrix.

```lean
/-- If `D` is positive semidefinite, so is the particle-hole matrix `G` built from `D` and its
contraction. -/
theorem gMap_posSemidef {D : Matrix (n × n) (n × n) ℂ} (hD : D.PosSemidef) :
    (gMap (contract D) D).PosSemidef := by
  have hH := hD.isHermitian
  have hg : ∀ i k, star (contract D i k) = contract D k i := fun i k => by
    simp only [contract, star_sum, hH.apply]
  refine PosSemidef.of_dotProduct_mulVec_nonneg (IsHermitian.ext ?_) fun v => ?_
  · rintro ⟨i, j⟩ ⟨k, l⟩
    simp only [gMap, star_sub, star_mul', delta_star, hg, hH.apply]
  obtain ⟨K, hK⟩ : ∃ K : n → n → ℂ, ∀ j l, K j l = ∑ i, star (v (i, j)) *
      (∑ k, D (i, l) (k, l) * v (k, j) - ∑ k, D (i, l) (k, j) * v (k, l)) :=
    ⟨_, fun _ _ => rfl⟩
  have hform : star v ⬝ᵥ (gMap (contract D) D *ᵥ v) = ∑ j, ∑ l, K j l := by
    simp only [dotProduct, mulVec, Fintype.sum_prod_type, Pi.star_apply, hK]
    rw [Finset.sum_comm]
    refine Finset.sum_congr rfl fun j _ => Eq.trans ?_ Finset.sum_comm
    refine Finset.sum_congr rfl fun i _ => ?_
    rw [← Finset.mul_sum]
    congr 1
    simp only [gMap, sub_mul, Finset.sum_sub_distrib, mul_assoc, delta_sum]
    simp only [contract, Finset.sum_mul]
    congr 1 <;> exact Finset.sum_comm
  -- each pair of orbitals j, l contributes one quadratic form of D
  have hpos : ∀ j l, 0 ≤ K j l + K l j := by
    intro j l
    have h := (hD.submatrix (Sum.elim (fun i : n => (i, l)) (fun i : n => (i, j)))
      ).dotProduct_mulVec_nonneg (Sum.elim (fun i => v (i, j)) (fun i => -v (i, l)))
    simp only [dotProduct, mulVec, Fintype.sum_sum_type, submatrix_apply, Pi.star_apply,
      Sum.elim_inl, Sum.elim_inr] at h
    refine h.trans_eq ?_
    rw [hK, hK, ← Finset.sum_add_distrib, ← Finset.sum_add_distrib]
    refine Finset.sum_congr rfl fun i _ => ?_
    simp only [star_neg, mul_neg, Finset.sum_neg_distrib]
    ring
  have hX : ∑ j, ∑ l, K j l = ((1 / 2 : ℝ) : ℂ) * ∑ j, ∑ l, (K j l + K l j) := by
    have hc : ∑ j, ∑ l, K l j = ∑ j, ∑ l, K j l := Finset.sum_comm
    simp only [Finset.sum_add_distrib]
    rw [hc]
    push_cast
    ring
  rw [hform, hX]
  exact mul_nonneg (Complex.zero_le_real.2 (by norm_num))
    (Finset.sum_nonneg fun j _ => Finset.sum_nonneg fun l _ => hpos j l)
```

For \(Q\), `R a b` is \((Qv)(a,b)\), and `hRa` is its antisymmetry. `hS` gives the factor 4, and `hpos` evaluates \(D\) on the six pairs of \(w\), which may coincide. The exchanges `s0`, `s1`, `s2` of summation variables identify the six sums, giving the factor \(1/24\) in `hX`.

```lean
/-- If `D` is positive semidefinite, antisymmetric in its first pair and of trace 2, the two-hole
matrix `Q` built from `D` and its contraction is positive semidefinite. -/
theorem qMap_posSemidef {D : Matrix (n × n) (n × n) ℂ} (hD : D.PosSemidef)
    (hA : ∀ i j p, D (i, j) p = -D (j, i) p) (htr : D.trace = 2) :
    (qMap (contract D) D).PosSemidef := by
  have hH := hD.isHermitian
  have hR : ∀ i j p, D p (i, j) = -D p (j, i) := fun i j p => by
    rw [← hH.apply p (i, j), hA i j p, star_neg, hH.apply p (j, i)]
  have hg : ∀ i k, star (contract D i k) = contract D k i := fun i k => by
    simp only [contract, star_sum, hH.apply]
  refine PosSemidef.of_dotProduct_mulVec_nonneg (IsHermitian.ext ?_) fun v => ?_
  · rintro ⟨i, j⟩ ⟨k, l⟩
    simp only [qMap, star_add, star_sub, star_mul', delta_star, hg, hH.apply]
    ring
  obtain ⟨R, hRd⟩ : ∃ R : n → n → ℂ, ∀ a b, R a b =
      ∑ k, ∑ l, qMap (contract D) D (a, b) (k, l) * v (k, l) := ⟨_, fun _ _ => rfl⟩
  obtain ⟨F, hF⟩ : ∃ F : n → n → n → n → ℂ, ∀ a b c d, F a b c d =
      star (anti v a b) * overlap D (anti v) a b c d := ⟨_, fun _ _ _ _ => rfl⟩
  have hform : star v ⬝ᵥ (qMap (contract D) D *ᵥ v)
      = ∑ a, ∑ b, star (v (a, b)) * R a b := by
    simp only [dotProduct, mulVec, Fintype.sum_prod_type, Pi.star_apply, hRd]
  have hL : ∀ a b, ∑ c, ∑ d, overlap D (anti v) a b c d = 2 * R a b := fun a b => by
    rw [hRd]
    exact overlap_sum hA hR htr v a b
  have hy : ∀ i j, anti v i j = -anti v j i := fun i j => by
    simp only [anti]
    ring
  have hRa : ∀ a b, R b a = -R a b := by
    intro a b
    have h : ∑ c, ∑ d, overlap D (anti v) b a c d
        = -∑ c, ∑ d, overlap D (anti v) a b c d := by
      simp only [← Finset.sum_neg_distrib]
      refine Finset.sum_congr rfl fun c _ => Finset.sum_congr rfl fun d _ => ?_
      simp only [overlap]
      rw [hR b a (c, d), hy b a]
      ring
    linear_combination (1 / 2 : ℂ) * h - (1 / 2 : ℂ) * hL b a - (1 / 2 : ℂ) * hL a b
  have hS : ∑ a, ∑ b, ∑ c, ∑ d, F a b c d = 4 * ∑ a, ∑ b, star (v (a, b)) * R a b := by
    have h : ∑ a, ∑ b, star (v (b, a)) * R a b = -∑ a, ∑ b, star (v (a, b)) * R a b := by
      rw [Finset.sum_comm]
      simp only [← Finset.sum_neg_distrib]
      refine Finset.sum_congr rfl fun b _ => Finset.sum_congr rfl fun a _ => ?_
      rw [hRa b a]
      ring
    simp only [hF, ← Finset.mul_sum, hL]
    simp only [anti, star_sub, sub_mul, Finset.sum_sub_distrib, mul_left_comm _ (2 : ℂ),
      ← Finset.mul_sum]
    rw [h]
    ring
  -- the D-form of the wedge product is a sum of six relabelled overlaps
  have hpos : ∀ a b c d, 0 ≤ F a b c d + F a c b d + F a d b c + F c d a b + F b d a c
      + F b c a d := by
    intro a b c d
    have h := (hD.submatrix ![(c, d), (b, d), (b, c), (a, b), (a, c), (a, d)]
      ).dotProduct_mulVec_nonneg
        ![anti v a b, -anti v a c, anti v a d, anti v c d, -anti v b d, anti v b c]
    simp only [dotProduct, mulVec, Fin.sum_univ_six, submatrix_apply, Pi.star_apply,
      Matrix.cons_val] at h
    refine h.trans_eq ?_
    simp only [hF, overlap, star_neg, hy b a, hy c a, hy d a, hy c b, hy d b, hy d c,
      hR b a, hR c a, hR d a, hR c b, hR d b, hR d c]
    ring
  have hX : ∑ a, ∑ b, star (v (a, b)) * R a b = ((1 / 24 : ℝ) : ℂ) *
      ∑ a, ∑ b, ∑ c, ∑ d, (F a b c d + F a c b d + F a d b c + F c d a b + F b d a c
        + F b c a d) := by
    -- relabelling the summed orbitals makes the six sums equal
    have s0 : ∀ f : n → n → n → n → ℂ, ∑ a, ∑ b, ∑ c, ∑ d, f b a c d
        = ∑ a, ∑ b, ∑ c, ∑ d, f a b c d := fun f => Finset.sum_comm
    have s1 : ∀ f : n → n → n → n → ℂ, ∑ a, ∑ b, ∑ c, ∑ d, f a c b d
        = ∑ a, ∑ b, ∑ c, ∑ d, f a b c d :=
      fun f => Finset.sum_congr rfl fun a _ => Finset.sum_comm
    have s2 : ∀ f : n → n → n → n → ℂ, ∑ a, ∑ b, ∑ c, ∑ d, f a b d c
        = ∑ a, ∑ b, ∑ c, ∑ d, f a b c d :=
      fun f => Finset.sum_congr rfl fun a _ => Finset.sum_congr rfl fun b _ =>
        Finset.sum_comm
    have p1 := s1 F
    have p2 := (s2 fun a b c d => F a c b d).trans p1
    have p3 := (s0 fun a b c d => F a c b d).trans p1
    have p4 := (s2 fun a b c d => F b c a d).trans p3
    have p5 := (s1 fun a b c d => F b d a c).trans p4
    simp only [Finset.sum_add_distrib]
    rw [p1, p2, p3, p4, p5, hS]
    push_cast
    ring
  rw [hform, hX]
  exact mul_nonneg (Complex.zero_le_real.2 (by norm_num))
    (Finset.sum_nonneg fun a _ => Finset.sum_nonneg fun b _ =>
      Finset.sum_nonneg fun c _ => Finset.sum_nonneg fun d _ => hpos a b c d)
```

The final theorem joins the two results.

```lean
/-- For two electrons the D condition implies the Q and G conditions: if `D` is positive
semidefinite, antisymmetric in its first pair and of trace 2, then `Q` and `G` built from `D` and
its contraction are positive semidefinite. -/
theorem d_condition_implies_q_and_g {D : Matrix (n × n) (n × n) ℂ} (hD : D.PosSemidef)
    (hA : ∀ i j p, D (i, j) p = -D (j, i) p) (htr : D.trace = 2) :
    (qMap (contract D) D).PosSemidef ∧ (gMap (contract D) D).PosSemidef :=
  ⟨qMap_posSemidef hD hA htr, gMap_posSemidef hD⟩

end

end TwoElectronPositivity
```

```lean
#print axioms TwoElectronPositivity.qMap_car
#print axioms TwoElectronPositivity.gMap_car
#print axioms TwoElectronPositivity.d_condition_implies_q_and_g
```

```
'TwoElectronPositivity.qMap_car' depends on axioms: [propext, Classical.choice, Quot.sound]
'TwoElectronPositivity.gMap_car' depends on axioms: [propext, Classical.choice, Quot.sound]
'TwoElectronPositivity.d_condition_implies_q_and_g' depends on axioms: [propext, Classical.choice, Quot.sound]
```
